# For 0 < n < 2, the kinetic energy functional of the noninteracting two-electron dimer is a maximum over potential differences, attained at exactly one

The dimer has two sites, numbered 0 and 1 as in Lean; site 0 is the "first site". Two electrons of opposite spin share one orbital $\psi=(\psi_0,\psi_1)$ and do not interact. The real number $t$ is the hopping amplitude, which sets the energy scale for delocalisation between the sites. The real number $d$ is the on-site energy of site 0 minus that of site 1, and $n$ is the average number of electrons on site 0, which need not be an integer. The quantity maximised over $d$ is the ground-state energy minus $d(n-1)$, the potential energy of the occupation $n$.

## Orbital, energy and occupation

```lean
import Mathlib

open Matrix

namespace HubbardDimerNoninteracting

noncomputable section
```

These lines load the Mathlib library and its matrix notation. Below, `def` introduces an object, and `theorem` introduces a statement whose proof follows the sign `:=`.

```lean
/-- One-body Hamiltonian of the dimer: on-site energies `d/2` and `-d/2`, hopping `-t`. -/
def hamiltonian (t d : ℝ) : Matrix (Fin 2) (Fin 2) ℂ :=
  !![((d / 2 : ℝ) : ℂ), -(t : ℂ); -(t : ℂ), -((d / 2 : ℝ) : ℂ)]
```

This is the one-body Hamiltonian

$$h=\begin{pmatrix} d/2 & -t\\ -t & -d/2\end{pmatrix}.$$

The on-site energies are chosen to sum to zero. `Fin 2` is the index set $\{0,1\}$, and the annotation `: ℂ` turns a real number into a complex one.

```lean
/-- The orbital `ψ` has total probability one on the two sites. -/
def Normalized (ψ : Fin 2 → ℂ) : Prop :=
  Complex.normSq (ψ 0) + Complex.normSq (ψ 1) = 1
```

`Normalized ψ` is the proposition $|\psi_0|^2+|\psi_1|^2=1$; `Complex.normSq` is the squared modulus.

```lean
/-- Energy of two noninteracting electrons of opposite spin in the same orbital `ψ`. -/
def pairEnergy (t d : ℝ) (ψ : Fin 2 → ℂ) : ℝ :=
  2 * (star ψ ⬝ᵥ (hamiltonian t d *ᵥ ψ)).re
```

The pair energy is $2\,\mathrm{Re}\,\langle\psi|h|\psi\rangle$, which is the energy of the two electrons when $\psi$ is normalized. Spin enters only through the factor 2. Since $h$ is Hermitian, taking the real part loses nothing; it only makes the result a real number for Lean.

```lean
/-- Occupation of the first site when two electrons share the orbital `ψ`. -/
def occupation (ψ : Fin 2 → ℂ) : ℝ := 2 * Complex.normSq (ψ 0)
```

The occupation of the first site is $n=2|\psi_0|^2$. For a normalized orbital the second site then holds $2-n$ electrons on average.

```lean
/-- Closed form of the two-electron ground-state energy at potential difference `d`. -/
def groundEnergy (t d : ℝ) : ℝ := -√(d ^ 2 + 4 * t ^ 2)
```

This names the expression $E(d)=-\sqrt{d^2+4t^2}$. That it is the lowest pair energy is proved further down.

```lean
/-- Ground-state energy minus the potential energy of the occupation `n`. -/
def dualObjective (t n d : ℝ) : ℝ := groundEnergy t d - d * (n - 1)
```

The quantity to be maximised over $d$ is $E(d)-d(n-1)$. The subtracted term is the potential energy of the occupation $n$, because $\tfrac d2 n-\tfrac d2(2-n)=d(n-1)$.

```lean
/-- Noninteracting kinetic energy functional of the dimer, for `0 ≤ t` and `0 ≤ n ≤ 2`. -/
def Ts (t n : ℝ) : ℝ := -2 * t * √(n * (2 - n))
```

This names $T_s(n)=-2t\sqrt{n(2-n)}$, again as a formula whose meaning is established by a theorem.

## Kinetic energy at fixed occupation

```lean
/-- The pair energy is a hopping term plus the potential difference times the
difference of the site probabilities. -/
theorem pairEnergy_eq (t d : ℝ) (ψ : Fin 2 → ℂ) :
    pairEnergy t d ψ =
      -4 * t * ((ψ 0).re * (ψ 1).re + (ψ 0).im * (ψ 1).im)
        + d * (Complex.normSq (ψ 0) - Complex.normSq (ψ 1)) := by
  simp [pairEnergy, hamiltonian, Matrix.mulVec, dotProduct, Fin.sum_univ_two,
    Complex.normSq_apply]
  ring
```

Multiplying out the expectation value gives

$$\langle\psi|h|\psi\rangle=\tfrac d2\left(|\psi_0|^2-|\psi_1|^2\right)-2t\,\mathrm{Re}(\psi_0^*\psi_1),$$

and doubling it gives the statement, with $\mathrm{Re}(\psi_0^*\psi_1)$ written in real and imaginary parts. In the proof, `simp` unfolds the matrix product and `ring` compares the polynomials.

```lean
/-- For a normalized orbital the energy is the kinetic energy plus `d (n - 1)`,
where `n` is the occupation of the first site. -/
theorem pairEnergy_split (t d : ℝ) {ψ : Fin 2 → ℂ} (hψ : Normalized ψ) :
    pairEnergy t d ψ = pairEnergy t 0 ψ + d * (occupation ψ - 1) := by
  unfold Normalized at hψ
  rw [pairEnergy_eq, pairEnergy_eq, occupation]
  linear_combination (-d) * hψ
```

For a normalized orbital, $|\psi_0|^2-|\psi_1|^2=2|\psi_0|^2-1=n-1$. The pair energy is therefore its value at $d=0$, which is the kinetic energy, plus $d(n-1)$. The tactic `linear_combination (-d) * hψ` says that the two sides differ by $-d$ times the normalization condition `hψ`.

```lean
/-- Constrained search: `Ts t n` is the least kinetic energy of two electrons sharing a
normalized orbital with occupation `n` of the first site. -/
theorem Ts_isLeast {t n : ℝ} (ht : 0 ≤ t) (h0 : 0 ≤ n) (h2 : n ≤ 2) :
    IsLeast (pairEnergy t 0 '' {ψ | Normalized ψ ∧ occupation ψ = n}) (Ts t n) := by
  constructor
  · -- the real orbital with amplitudes √(n/2) and √(1 - n/2)
    have hp : √(n / 2) ^ 2 = n / 2 := Real.sq_sqrt (by linarith)
    have hq : √(1 - n / 2) ^ 2 = 1 - n / 2 := Real.sq_sqrt (by linarith)
    have hs : √(n * (2 - n)) = 2 * √(n / 2) * √(1 - n / 2) := by
      have e : n * (2 - n) = (2 * √(n / 2) * √(1 - n / 2)) ^ 2 := by
        rw [mul_pow, mul_pow, hp, hq]
        ring
      rw [e]
      exact Real.sqrt_sq (by positivity)
    refine ⟨![((√(n / 2) : ℝ) : ℂ), ((√(1 - n / 2) : ℝ) : ℂ)], ⟨?_, ?_⟩, ?_⟩
    · change Complex.normSq ((√(n / 2) : ℝ) : ℂ)
        + Complex.normSq ((√(1 - n / 2) : ℝ) : ℂ) = 1
      rw [Complex.normSq_ofReal, Complex.normSq_ofReal]
      linear_combination hp + hq
    · change 2 * Complex.normSq ((√(n / 2) : ℝ) : ℂ) = n
      rw [Complex.normSq_ofReal]
      linear_combination 2 * hp
    · rw [pairEnergy_eq, Ts, hs]
      change -4 * t * (√(n / 2) * √(1 - n / 2) + 0 * 0) + 0 * _ = _
      ring
  · -- Cauchy–Schwarz for the hopping term
    rintro _ ⟨ψ, ⟨hψ, hn⟩, rfl⟩
    unfold Normalized at hψ
    unfold occupation at hn
    have e : n * (2 - n) = 4 * (Complex.normSq (ψ 0) * Complex.normSq (ψ 1)) := by
      have hb : Complex.normSq (ψ 1) = 1 - Complex.normSq (ψ 0) := by linarith
      rw [hb, ← hn]
      ring
    have hsq : (2 * ((ψ 0).re * (ψ 1).re + (ψ 0).im * (ψ 1).im)) ^ 2 ≤ n * (2 - n) := by
      rw [e, Complex.normSq_apply, Complex.normSq_apply]
      nlinarith [sq_nonneg ((ψ 0).re * (ψ 1).im - (ψ 0).im * (ψ 1).re)]
    have h := mul_le_mul_of_nonneg_left
      ((le_abs_self _).trans (Real.abs_le_sqrt hsq)) ht
    rw [pairEnergy_eq, Ts]
    linarith
```

The set in the statement contains the kinetic energies of all normalized orbitals with occupation $n$. `IsLeast` says that $T_s(n)$ belongs to this set and that no member lies below it. This is a constrained search over orbitals shared by both electrons, not over general two-electron wavefunctions. It holds for $t\ge 0$ and $0\le n\le 2$.

For membership, take $\psi_0=\sqrt{n/2}$ and $\psi_1=\sqrt{1-n/2}$. The orbital is normalized, has occupation $n$, and has kinetic energy

$$-4t\sqrt{\tfrac n2}\sqrt{1-\tfrac n2}=-2t\sqrt{n(2-n)}.$$

For the bound, any admissible orbital has $|\psi_0|^2=n/2$ and $|\psi_1|^2=1-n/2$, so Cauchy–Schwarz gives

$$\left(2\,\mathrm{Re}(\psi_0^*\psi_1)\right)^2\le 4|\psi_0|^2|\psi_1|^2=n(2-n).$$

Taking the root and multiplying by $-2t\le 0$ yields $-4t\,\mathrm{Re}(\psi_0^*\psi_1)\ge T_s(n)$. The two bullets of the proof are these two halves. In the second, `nlinarith` receives the square of $\mathrm{Im}(\psi_0^*\psi_1)$, which is what separates the two sides of Cauchy–Schwarz, up to a factor 4.

## Every potential gives a lower bound

```lean
/-- Every potential difference gives a lower bound on the kinetic energy functional. -/
theorem dualObjective_le (t d : ℝ) {n : ℝ} (h0 : 0 ≤ n) (h2 : n ≤ 2) :
    dualObjective t n d ≤ Ts t n := by
  have hs : √(n * (2 - n)) ^ 2 = n * (2 - n) :=
    Real.sq_sqrt (mul_nonneg h0 (by linarith))
  unfold dualObjective groundEnergy Ts
  generalize √(n * (2 - n)) = s at hs ⊢
  have hsq : (2 * t * s - d * (n - 1)) ^ 2 ≤ d ^ 2 + 4 * t ^ 2 := by
    have e : d ^ 2 + 4 * t ^ 2 - (2 * t * s - d * (n - 1)) ^ 2
        = (d * s + 2 * t * (n - 1)) ^ 2 := by
      linear_combination (-(d ^ 2 + 4 * t ^ 2)) * hs
    linarith [sq_nonneg (d * s + 2 * t * (n - 1))]
  linarith [(le_abs_self _).trans (Real.abs_le_sqrt hsq)]
```

The theorem assumes $0\le n\le 2$. Write $s=\sqrt{n(2-n)}$ and $m=n-1$. Then $s^2+m^2=1$, and expanding the squares gives

$$(2ts-dm)^2+(ds+2tm)^2=(d^2+4t^2)(s^2+m^2)=d^2+4t^2.$$

Dropping the second square leaves $2ts-dm\le\sqrt{d^2+4t^2}$, which rearranges to

$$-\sqrt{d^2+4t^2}-dm\le-2ts=T_s(n).$$

The proof follows the same route: `generalize` replaces the root by the letter `s`, keeping the fact $s^2=n(2-n)$; `linear_combination` checks the identity; and `Real.abs_le_sqrt` takes the root.

```lean
/-- The closed form `-√(d² + 4t²)` is the least energy of two electrons sharing a
normalized orbital. -/
theorem groundEnergy_isLeast {t : ℝ} (ht : 0 < t) (d : ℝ) :
    IsLeast (pairEnergy t d '' {ψ | Normalized ψ}) (groundEnergy t d) := by
  constructor
  · have hr : 0 < √(d ^ 2 + 4 * t ^ 2) := Real.sqrt_pos.mpr (by positivity)
    have hr2 : √(d ^ 2 + 4 * t ^ 2) ^ 2 = d ^ 2 + 4 * t ^ 2 := Real.sq_sqrt (by positivity)
    have hd : |d| ≤ √(d ^ 2 + 4 * t ^ 2) := Real.abs_le_sqrt (by nlinarith [sq_nonneg t])
    unfold groundEnergy
    generalize √(d ^ 2 + 4 * t ^ 2) = r at hr hr2 hd ⊢
    obtain ⟨hd1, hd2⟩ := abs_le.mp hd
    have h1 : d / r ≤ 1 := (div_le_one hr).mpr hd2
    have h2 : -1 ≤ d / r := (le_div_iff₀ hr).mpr (by linarith)
    -- the ground state has occupation 1 - d/r
    obtain ⟨ψ, ⟨hψ, hn⟩, hT⟩ :=
      (Ts_isLeast (n := 1 - d / r) ht.le (by linarith) (by linarith)).1
    have hs : √((1 - d / r) * (2 - (1 - d / r))) = 2 * t / r := by
      have e : (1 - d / r) * (2 - (1 - d / r)) = (2 * t / r) ^ 2 := by
        field_simp
        linarith
      rw [e]
      exact Real.sqrt_sq (by positivity)
    refine ⟨ψ, hψ, ?_⟩
    rw [pairEnergy_split t d hψ, hT, hn, Ts, hs]
    field_simp
    linarith
  · rintro _ ⟨ψ, hψ, rfl⟩
    have hN : Complex.normSq (ψ 0) + Complex.normSq (ψ 1) = 1 := hψ
    have h0 : 0 ≤ occupation ψ := by
      unfold occupation
      linarith [Complex.normSq_nonneg (ψ 0)]
    have h2 : occupation ψ ≤ 2 := by
      unfold occupation
      linarith [Complex.normSq_nonneg (ψ 1)]
    have hk := (Ts_isLeast ht.le h0 h2).2 ⟨ψ, ⟨hψ, rfl⟩, rfl⟩
    have hl := dualObjective_le t d h0 h2
    unfold dualObjective at hl
    rw [pairEnergy_split t d hψ]
    linarith
```

Now $E(d)$ earns its name: for $t>0$ it is the least pair energy over all normalized orbitals. Let $r=\sqrt{d^2+4t^2}>0$. Since $|d|\le r$, the number $n=1-d/r$ lies between 0 and 2, and

$$n(2-n)=1-\frac{d^2}{r^2}=\left(\frac{2t}{r}\right)^2.$$

The constrained search supplies an orbital with this occupation and kinetic energy $-2t\cdot 2t/r$. Its total energy is

$$-\frac{4t^2}{r}-\frac{d^2}{r}=-r=E(d).$$

Conversely, an orbital with occupation $n$ has energy at least $T_s(n)+d(n-1)$, and the preceding bound makes this at least $E(d)$. In Lean, `obtain` extracts the orbital from the earlier theorem, and the final `linarith` adds the two inequalities.

## The maximum and its unique potential

```lean
/-- For `0 < n < 2` the maximum over potential differences of the ground-state energy minus
`d (n - 1)` is `Ts t n`, attained at exactly one potential difference. -/
theorem Ts_eq_max_dualObjective {t n : ℝ} (ht : 0 < t) (h0 : 0 < n) (h2 : n < 2) :
    IsGreatest (Set.range (dualObjective t n)) (Ts t n) ∧
      ∀ d, dualObjective t n d = Ts t n ↔ d = -2 * t * (n - 1) / √(n * (2 - n)) := by
  have hpos : 0 < n * (2 - n) := mul_pos h0 (by linarith)
  have key : ∀ d, dualObjective t n d = Ts t n ↔
      d = -2 * t * (n - 1) / √(n * (2 - n)) := by
    intro d
    have hs0 : 0 < √(n * (2 - n)) := Real.sqrt_pos.mpr hpos
    have hs : √(n * (2 - n)) ^ 2 = n * (2 - n) := Real.sq_sqrt hpos.le
    unfold dualObjective groundEnergy Ts
    generalize √(n * (2 - n)) = s at hs0 hs ⊢
    constructor
    · intro h
      -- equality forces the remaining square to vanish
      have hr2 : √(d ^ 2 + 4 * t ^ 2) ^ 2 = d ^ 2 + 4 * t ^ 2 :=
        Real.sq_sqrt (by positivity)
      have hr : √(d ^ 2 + 4 * t ^ 2) = 2 * t * s - d * (n - 1) := by linarith
      rw [hr] at hr2
      have hz : (d * s + 2 * t * (n - 1)) ^ 2 = 0 := by
        linear_combination (d ^ 2 + 4 * t ^ 2) * hs - hr2
      have hz' := pow_eq_zero_iff (two_ne_zero) |>.mp hz
      rw [eq_div_iff hs0.ne']
      linarith
    · intro h
      have hds : d * s = -2 * t * (n - 1) := (eq_div_iff hs0.ne').mp h
      have hr : √(d ^ 2 + 4 * t ^ 2) = 2 * t / s := by
        have e : d ^ 2 + 4 * t ^ 2 = (2 * t / s) ^ 2 := by
          rw [div_pow, eq_div_iff (by positivity)]
          linear_combination (d * s - 2 * t * (n - 1)) * hds + 4 * t ^ 2 * hs
        rw [e]
        exact Real.sqrt_sq (by positivity)
      have hq : 2 * t / s = 2 * t * s - d * (n - 1) := by
        rw [div_eq_iff hs0.ne']
        linear_combination (n - 1) * hds - 2 * t * hs
      rw [hr, hq]
      ring
  refine ⟨⟨⟨_, (key _).mpr rfl⟩, ?_⟩, key⟩
  rintro _ ⟨d, rfl⟩
  exact dualObjective_le t d h0.le h2.le
```

The hypotheses are $t>0$ and $0<n<2$. `Set.range (dualObjective t n)` is the set of values taken as $d$ runs over the real numbers. `IsGreatest` says that $T_s(n)$ is one of these values and that none exceeds it, so the supremum is a maximum. The second part, joined by `∧`, says that the value is reached if and only if

$$d=-\frac{2t(n-1)}{\sqrt{n(2-n)}}.$$

The upper bound is already available, so only the case of equality remains. Keep $s$ and $m$ as before; now $s>0$.

If $-\sqrt{d^2+4t^2}-dm=-2ts$, then $\sqrt{d^2+4t^2}=2ts-dm$. Squaring and comparing with the identity above leaves $(ds+2tm)^2=0$, hence $d=-2tm/s$.

In the other direction, let $ds=-2tm$. Then $s^2(d^2+4t^2)=4t^2(m^2+s^2)=4t^2$, and since $t$ and $s$ are positive, $\sqrt{d^2+4t^2}=2t/s$. Also

$$2ts-dm=2ts+\frac{2tm^2}{s}=\frac{2t}{s}.$$

The two expressions agree, which is the required equality.

The intermediate result `key` holds this equivalence, with one bullet per direction. The last lines assemble the theorem: `(key _).mpr rfl` shows that the stated potential reaches the value, and `dualObjective_le` gives the upper bound.

In density functional terms, for this noninteracting two-site model with two electrons, the maximising $d$ is the potential difference that has a ground state with occupation $n$. Indeed, the orbital found by the constrained search then has energy $T_s(n)+d(n-1)=E(d)$. Conversely, if some $d$ has a ground state with occupation $n$, then $E(d)-d(n-1)$ is the kinetic energy of that state, which is at least $T_s(n)$, so this $d$ is the maximising one. A ground state with more than one electron on the first site therefore requires $d<0$, a well on that site.

## At n = 2 no potential reaches the supremum

```lean
/-- At full occupation `n = 2` of the first site the supremum is zero, and no finite
potential difference attains it. -/
theorem full_occupation_not_attained {t : ℝ} (ht : 0 < t) :
    IsLUB (Set.range (dualObjective t 2)) 0 ∧ ∀ d, dualObjective t 2 d < 0 := by
  have hneg : ∀ d, dualObjective t 2 d < 0 := by
    intro d
    have h : -d < √(d ^ 2 + 4 * t ^ 2) :=
      Real.lt_sqrt_of_sq_lt (by nlinarith [pow_pos ht 2])
    unfold dualObjective groundEnergy
    linarith
  refine ⟨⟨?_, ?_⟩, hneg⟩
  · rintro _ ⟨d, rfl⟩
    exact (hneg d).le
  · intro b hb
    by_contra hcon
    have hb0 : b < 0 := not_le.mp hcon
    -- a deep enough well on the first site exceeds any negative bound
    obtain ⟨x, hx0, hx⟩ : ∃ x : ℝ, 0 < x ∧ x * (-b) = 2 * t ^ 2 :=
      ⟨2 * t ^ 2 / (-b), div_pos (by positivity) (by linarith),
        div_mul_cancel₀ _ (by linarith)⟩
    have h1 : dualObjective t 2 (-x) ≤ b := hb ⟨-x, rfl⟩
    have h2 : √((-x) ^ 2 + 4 * t ^ 2) < x - b :=
      (Real.sqrt_lt' (by linarith)).mpr (by nlinarith [mul_pos_of_neg_of_neg hb0 hb0])
    unfold dualObjective groundEnergy at h1
    linarith

end

end HubbardDimerNoninteracting
```

If the hypothesis $n<2$ is weakened to $n\le 2$, attainment fails at $n=2$. There the functional is $T_s(2)=0$, while the objective is $-\sqrt{d^2+4t^2}-d$. This is negative for every $d$, because $t>0$ makes the root larger than $|d|$. The formula for the maximising potential has a zero denominator here.

The supremum is still 0, which `IsLUB` (least upper bound) expresses. Suppose some $b<0$ were an upper bound. Choose $x=2t^2/(-b)>0$, so that $4t^2=-2xb$ and

$$x^2+4t^2=x^2-2xb<(x-b)^2.$$

Hence $\sqrt{x^2+4t^2}<x-b$, and at $d=-x$ the objective $x-\sqrt{x^2+4t^2}$ exceeds $b$, a contradiction. Physically, a deeper well on the first site brings the objective closer to 0, but with hopping present no finite well holds both electrons there completely.

```lean
#print axioms HubbardDimerNoninteracting.groundEnergy_isLeast
-- 'HubbardDimerNoninteracting.groundEnergy_isLeast' depends on axioms: [propext, Classical.choice, Quot.sound]
#print axioms HubbardDimerNoninteracting.Ts_eq_max_dualObjective
-- 'HubbardDimerNoninteracting.Ts_eq_max_dualObjective' depends on axioms: [propext, Classical.choice, Quot.sound]
#print axioms HubbardDimerNoninteracting.full_occupation_not_attained
-- 'HubbardDimerNoninteracting.full_occupation_not_attained' depends on axioms: [propext, Classical.choice, Quot.sound]
```
